# All roots of the matching polynomial of a finite simple graph are real

To compute a topological resonance energy in Hückel theory, one fills the reference levels with π electrons from the lowest energy upwards and compares the total with that of the ordinary Hückel levels. The filling needs levels that can be put in order, so they must be real. The ordinary levels are eigenvalues of a real symmetric matrix. The reference levels are roots of the matching polynomial, which differs from the characteristic polynomial of that matrix as soon as the molecule has a ring, so their reality needs its own argument.

## Atoms, bonds and matchings

The molecule is a simple graph G on a finite set V of n atoms, with an edge for each σ bond between π centres. A matching is a set of bonds of which no two share an atom. For a fragment S ⊆ V, let m_k(S) be the number of matchings with k bonds, all inside S, and define

μ(S, x) = Σ_k (−1)^k m_k(S) x^(|S|−2k),  0 ≤ k ≤ |S|/2.

The whole molecule is S = V. A root x stands for the energy E = α + βx, where α is the energy of an electron in one p orbital of the molecule, without coupling to the other p orbitals, and β < 0 is the coupling between bonded neighbours. The graph carries no weights, which corresponds to one α for all atoms and one β for all bonds; heteroatoms and bond alternation would need weights. Reading the roots as orbital energies of a ring-free reference is a step of chemical interpretation that the theorem doesn't supply.

In Lean, `Sym2 V` is the type of unordered pairs of atoms, `matchings G S` is the set of matchings inside S, `matchingCount G S k` is m_k(S), and `matchingPoly G S` is μ(S, x) as a polynomial with real coefficients.

```lean
import Mathlib

open Finset Polynomial
open scoped Classical ComplexConjugate

namespace ReferenceLevels

noncomputable section

variable {V : Type*} [Fintype V] [DecidableEq V]

/-- The matchings of the fragment on the atoms `S`: sets of bonds of `G` inside `S`,
no two different bonds sharing an atom. -/
def matchings (G : SimpleGraph V) (S : Finset V) : Finset (Finset (Sym2 V)) :=
  univ.filter fun M => (∀ e ∈ M, e ∈ G.edgeSet ∧ ∀ w ∈ e, w ∈ S) ∧
    ∀ e ∈ M, ∀ f ∈ M, ∀ w, w ∈ e → w ∈ f → e = f

/-- The number `m_k` of sets of `k` disjoint bonds in the fragment on `S`. -/
def matchingCount (G : SimpleGraph V) (S : Finset V) (k : ℕ) : ℕ :=
  ((matchings G S).filter fun M => M.card = k).card

/-- The matching polynomial `∑ₖ (-1)^k m_k x^(|S| - 2k)` of the fragment on `S`. -/
def matchingPoly (G : SimpleGraph V) (S : Finset V) : ℝ[X] :=
  ∑ k ∈ Finset.range (S.card / 2 + 1),
    C ((-1) ^ k * (matchingCount G S k : ℝ)) * X ^ (S.card - 2 * k)
```

## (a) Recognising a matching

**Task.** Show that a set M of atom pairs is a matching of the fragment S exactly when it passes two tests:

every e ∈ M is a bond of G with both ends in S;
e, f ∈ M and w ∈ e ∩ f ⇒ e = f.

**Solution.** The second test is the contrapositive of "different bonds have no common atom". The matchings are selected by these two tests from all sets of pairs, and every M belongs to that larger collection, so only the tests remain.

```lean
variable {G : SimpleGraph V} {S : Finset V} {M : Finset (Sym2 V)}

omit [DecidableEq V] in
/-- A set of bonds is a matching of the fragment on `S` exactly when its bonds lie in `S`
and bonds sharing an atom coincide. -/
theorem mem_matchings : M ∈ matchings G S ↔
    (∀ e ∈ M, e ∈ G.edgeSet ∧ ∀ w ∈ e, w ∈ S) ∧
      ∀ e ∈ M, ∀ f ∈ M, ∀ w, w ∈ e → w ∈ f → e = f := by
  unfold matchings
  rw [Finset.mem_filter]
  exact and_iff_right (Finset.mem_univ _)
```

## (b) The size of a matching

**Task.** Bound the number of bonds in a matching M of S:

2|M| ≤ |S|.

**Solution.** A simple graph has no loops, so each bond has two different ends. Different bonds of M share none, so M covers exactly 2|M| atoms, all of them in S.

In the code, `M.biUnion Sym2.toFinset` is the set of covered atoms. `hc` counts it and `hs` places it inside S.

```lean
/-- A matching has at most half as many bonds as the fragment has atoms. -/
theorem two_mul_card_le (h : M ∈ matchings G S) : 2 * M.card ≤ S.card := by
  obtain ⟨h1, h2⟩ := mem_matchings.1 h
  have hc : (M.biUnion Sym2.toFinset).card = ∑ e ∈ M, 2 := by
    rw [Finset.card_biUnion]
    · exact Finset.sum_congr rfl fun e he =>
        Sym2.card_toFinset_of_not_isDiag e (G.not_isDiag_of_mem_edgeSet (h1 e he).1)
    · intro e he f hf hef
      exact Finset.disjoint_left.2 fun w hw hw' => hef
        (h2 e he f hf w (Sym2.mem_toFinset.1 hw) (Sym2.mem_toFinset.1 hw'))
  have hs : M.biUnion Sym2.toFinset ⊆ S := by
    intro w hw
    obtain ⟨e, he, hwe⟩ := Finset.mem_biUnion.1 hw
    exact (h1 e he).2 w (Sym2.mem_toFinset.1 hwe)
  have := Finset.card_le_card hs
  rw [hc, Finset.sum_const, smul_eq_mul] at this
  omega
```

## (c) A sum over matchings

**Task.** Replace the sum over k by a sum over individual matchings:

μ(S, x) = Σ_M (−1)^|M| x^(|S|−2|M|), M running over the matchings of S.

**Solution.** Group the right-hand side by k = |M|. By (b), every k that occurs satisfies k ≤ |S|/2. The group with k bonds has m_k(S) equal terms (−1)^k x^(|S|−2k), and adding the groups gives the definition.

The grouping is `Finset.sum_fiberwise_of_maps_to`. Subtraction of natural numbers in Lean stops at zero, and the bound from (b) ensures that this never alters an exponent.

```lean
/-- The matching polynomial is a signed sum over all matchings. -/
theorem matchingPoly_eq_sum (G : SimpleGraph V) (S : Finset V) : matchingPoly G S =
    ∑ M ∈ matchings G S, (-1) ^ M.card * X ^ (S.card - 2 * M.card) := by
  have hmaps : ∀ M ∈ matchings G S, M.card ∈ Finset.range (S.card / 2 + 1) := by
    intro M hM
    have := two_mul_card_le hM
    rw [Finset.mem_range]
    omega
  rw [← Finset.sum_fiberwise_of_maps_to hmaps]
  refine Finset.sum_congr rfl fun k _ => ?_
  symm
  refine (Finset.sum_eq_card_nsmul (b := (-1) ^ k * X ^ (S.card - 2 * k))
    fun M hM => by rw [(Finset.mem_filter.1 hM).2]).trans ?_
  rw [nsmul_eq_mul, matchingCount]
  simp only [map_mul, map_pow, map_neg, map_one, map_natCast]
  ring
```

## (d) Removing one atom

**Task.** Write S−v for S without the atom v. For v ∈ S, derive

μ(S, x) = x μ(S−v, x) − Σ_u μ(S−v−u, x),

where u runs over the neighbours of v in S.

**Solution.** Sort the matchings M of S by what happens at v.

If M leaves v uncovered, it is a matching of S−v. Since |S| = |S−v| + 1, its term is

(−1)^|M| x^(|S|−2|M|) = x · (−1)^|M| x^(|S−v|−2|M|).

These terms add up to x μ(S−v, x).

Otherwise M contains exactly one bond v–u. Removing it leaves a matching M′ of S−v−u. Conversely, for each neighbour u, every matching M′ of S−v−u arises from exactly one M that contains v–u. Now |M| = |M′| + 1 and |S| = |S−v−u| + 2, so

(−1)^|M| x^(|S|−2|M|) = −(−1)^|M′| x^(|S−v−u|−2|M′|).

These terms add up to −Σ_u μ(S−v−u, x).

In Lean, S−v is `S.erase v`. The two bullets after `congr 1` are the two cases. In the second, `Finset.sum_bij` takes the map (u, M′) ↦ M′ ∪ {v–u} and asks for four things: its values are matchings covering v, it is injective, it reaches all of them, and the terms agree.

```lean
/-- Removing an atom `v` of the fragment: `μ(S) = x μ(S-v) - ∑ μ(S-v-u)`, summed over the
neighbours `u` of `v` in the fragment. -/
theorem matchingPoly_recurrence {v : V} (hv : v ∈ S) :
    matchingPoly G S = X * matchingPoly G (S.erase v) -
      ∑ u ∈ (S.erase v).filter (fun u => G.Adj v u),
        matchingPoly G ((S.erase v).erase u) := by
  have avoid : ∀ u, ∀ M ∈ matchings G ((S.erase v).erase u), ∀ e ∈ M, v ∉ e ∧ u ∉ e := by
    intro u M hM e he
    have h := ((mem_matchings.1 hM).1 e he).2
    exact ⟨fun h' => by simpa using h v h', fun h' => by simpa using h u h'⟩
  have hn : ∀ u, ∀ M ∈ matchings G ((S.erase v).erase u), s(v, u) ∉ M :=
    fun u M hM h => (avoid u M hM _ h).1 (Sym2.mem_mk_left v u)
  have e1 := Finset.card_erase_add_one hv
  rw [matchingPoly_eq_sum G S, ← Finset.sum_filter_add_sum_filter_not (matchings G S)
    (fun M => ∀ e ∈ M, v ∉ e), sub_eq_add_neg]
  congr 1
  · -- matchings that leave `v` uncovered
    have hset : (matchings G S).filter (fun M => ∀ e ∈ M, v ∉ e) =
        matchings G (S.erase v) := by
      ext M
      rw [Finset.mem_filter, mem_matchings, mem_matchings]
      constructor
      · rintro ⟨⟨h1, h2⟩, h3⟩
        exact ⟨fun e he => ⟨(h1 e he).1, fun w hw => Finset.mem_erase.2
          ⟨fun h => h3 e he (h ▸ hw), (h1 e he).2 w hw⟩⟩, h2⟩
      · rintro ⟨h1, h2⟩
        exact ⟨⟨fun e he => ⟨(h1 e he).1, fun w hw =>
          Finset.mem_of_mem_erase ((h1 e he).2 w hw)⟩, h2⟩,
          fun e he h => Finset.notMem_erase v S ((h1 e he).2 v h)⟩
    rw [hset, matchingPoly_eq_sum, Finset.mul_sum]
    refine Finset.sum_congr rfl fun M hM => ?_
    have hb := two_mul_card_le hM
    rw [show S.card - 2 * M.card = ((S.erase v).card - 2 * M.card) + 1 by omega, pow_succ]
    ring
  · -- matchings that contain a bond `v-u`
    simp only [matchingPoly_eq_sum, ← Finset.sum_neg_distrib]
    rw [Finset.sum_sigma']
    symm
    refine Finset.sum_bij (fun p _ => insert s(v, p.1) p.2) ?_ ?_ ?_ ?_
    · rintro ⟨u, M⟩ hp
      obtain ⟨huS, hadj⟩ := Finset.mem_filter.1 (Finset.mem_sigma.1 hp).1
      have hM : M ∈ matchings G ((S.erase v).erase u) := (Finset.mem_sigma.1 hp).2
      obtain ⟨h1, h2⟩ := mem_matchings.1 hM
      have hd : ∀ f ∈ M, ∀ w, w ∈ s(v, u) → w ∉ f := by
        intro f hf w hw
        rcases Sym2.mem_iff.1 hw with h | h
        · rw [h]; exact (avoid u M hM f hf).1
        · rw [h]; exact (avoid u M hM f hf).2
      change insert s(v, u) M ∈ _
      refine Finset.mem_filter.2 ⟨mem_matchings.2 ⟨?_, ?_⟩, fun h =>
        h s(v, u) (Finset.mem_insert_self _ _) (Sym2.mem_mk_left _ _)⟩
      · intro e he
        rcases Finset.mem_insert.1 he with rfl | he
        · refine ⟨by simpa using hadj, fun w hw => ?_⟩
          rcases Sym2.mem_iff.1 hw with h | h
          · rw [h]; exact hv
          · rw [h]; exact Finset.mem_of_mem_erase huS
        · exact ⟨(h1 e he).1, fun w hw => Finset.mem_of_mem_erase
            (Finset.mem_of_mem_erase ((h1 e he).2 w hw))⟩
      · intro e he f hf w hwe hwf
        rcases Finset.mem_insert.1 he with h | he <;>
          rcases Finset.mem_insert.1 hf with h' | hf
        · rw [h, h']
        · exact absurd hwf (hd f hf w (h ▸ hwe))
        · exact absurd hwe (hd e he w (h' ▸ hwf))
        · exact h2 e he f hf w hwe hwf
    · rintro ⟨u, M⟩ hp ⟨u', M'⟩ hp' h
      have hM : M ∈ matchings G ((S.erase v).erase u) := (Finset.mem_sigma.1 hp).2
      have hM' : M' ∈ matchings G ((S.erase v).erase u') := (Finset.mem_sigma.1 hp').2
      change insert s(v, u) M = insert s(v, u') M' at h
      have hmem : s(v, u) ∈ insert s(v, u') M' := by
        rw [← h]; exact Finset.mem_insert_self _ _
      have huu : u = u' := by
        rcases Finset.mem_insert.1 hmem with h' | h'
        · exact Sym2.congr_right.1 h'
        · exact absurd (Sym2.mem_mk_left v u) (avoid u' M' hM' _ h').1
      subst huu
      have hMM : M = M' := by
        rw [← Finset.erase_insert (hn u M hM), h, Finset.erase_insert (hn u M' hM')]
      rw [hMM]
    · intro M hM
      obtain ⟨hM, hcov⟩ := Finset.mem_filter.1 hM
      simp only [not_forall, not_not] at hcov
      obtain ⟨e, he, u, rfl⟩ := hcov
      obtain ⟨h1, h2⟩ := mem_matchings.1 hM
      have hadj : G.Adj v u := by simpa using (h1 _ he).1
      refine ⟨⟨u, M.erase s(v, u)⟩, Finset.mem_sigma.2 ⟨Finset.mem_filter.2
        ⟨Finset.mem_erase.2 ⟨hadj.ne', (h1 _ he).2 u (Sym2.mem_mk_right v u)⟩, hadj⟩,
        mem_matchings.2 ⟨fun e hee => ?_, fun e hee f hf => h2 e
          (Finset.mem_of_mem_erase hee) f (Finset.mem_of_mem_erase hf)⟩⟩,
        Finset.insert_erase he⟩
      obtain ⟨hne, heM⟩ := Finset.mem_erase.1 hee
      exact ⟨(h1 e heM).1, fun w hw => Finset.mem_erase.2
        ⟨fun h => hne (h2 e heM _ he w hw (Sym2.mem_iff.2 (Or.inr h))), Finset.mem_erase.2
        ⟨fun h => hne (h2 e heM _ he w hw (Sym2.mem_iff.2 (Or.inl h))),
          (h1 e heM).2 w hw⟩⟩⟩
    · rintro ⟨u, M⟩ hp
      have e2 := Finset.card_erase_add_one
        (Finset.mem_filter.1 (Finset.mem_sigma.1 hp).1).1
      have hc := Finset.card_insert_of_notMem (hn u M (Finset.mem_sigma.1 hp).2)
      change -((-1) ^ M.card * X ^ (((S.erase v).erase u).card - 2 * M.card)) =
        (-1 : ℝ[X]) ^ (insert s(v, u) M).card *
          X ^ (S.card - 2 * (insert s(v, u) M).card)
      rw [hc, show S.card - 2 * (M.card + 1) =
        ((S.erase v).erase u).card - 2 * M.card by dsimp only at e2; omega, pow_succ]
      ring
```

## (e) The leading coefficient

**Task.** Evaluate the first matching number:

m_0(S) = 1.

**Solution.** The only set with no bonds is the empty set, and it passes both tests of (a) because there is nothing to check. Hence μ(S, x) begins with x^|S|, and for the empty fragment μ(∅, x) = 1.

```lean
/-- There is exactly one matching without bonds: `m_0 = 1`. -/
theorem matchingCount_zero (G : SimpleGraph V) (S : Finset V) : matchingCount G S 0 = 1 := by
  refine Finset.card_eq_one.2 ⟨∅, ?_⟩
  ext M
  simp only [Finset.mem_filter, Finset.mem_singleton, Finset.card_eq_zero]
  refine ⟨And.right, ?_⟩
  rintro rfl
  exact ⟨mem_matchings.2 ⟨by simp, by simp⟩, rfl⟩
```

## (f) No roots above the real axis

**Task.** Let Im z > 0. Show for every fragment S that

μ(S, z) ≠ 0, and Im[μ(S, z)/μ(S−v, z)] ≥ Im z for every v ∈ S.

**Solution.** Assume both statements for all fragments strictly smaller than S. Take v ∈ S. Then μ(S−v, z) ≠ 0, and dividing the recurrence by it gives

μ(S, z)/μ(S−v, z) = z − Σ_u 1/r_u,  r_u = μ(S−v, z)/μ(S−v−u, z).

The assumption for S−v gives Im r_u ≥ Im z > 0, so

Im(1/r_u) = −Im r_u/|r_u|² < 0.

Subtracting such terms can't lower the imaginary part, which proves the inequality. If v has no neighbours in S, the sum is empty and equality holds.

If S has an atom v, then μ(S, z) = 0 would make the ratio zero, against Im z > 0. If S is empty, μ(S, z) = 1 by (e), and there is no ratio to check.

In the code, `aeval z` evaluates the real polynomial at the complex number z. The inequality is `key`, with `Complex.inv_im` supplying the imaginary part of the reciprocal. Non-vanishing follows from `key`, with the empty fragment treated separately.

```lean
/-- At a complex number `z` with `Im z > 0` the matching polynomial does not vanish, and removing an
atom `v` of the fragment gives `Im (μ(S) / μ(S-v)) ≥ Im z`. -/
theorem upper_half_plane {z : ℂ} (hz : 0 < z.im) (S : Finset V) :
    aeval z (matchingPoly G S) ≠ 0 ∧ ∀ v ∈ S, z.im ≤
      (aeval z (matchingPoly G S) / aeval z (matchingPoly G (S.erase v))).im := by
  induction S using Finset.strongInduction with
  | H S ih =>
    have key : ∀ v ∈ S, z.im ≤
        (aeval z (matchingPoly G S) / aeval z (matchingPoly G (S.erase v))).im := by
      intro v hv
      obtain ⟨hA, hr⟩ := ih _ (Finset.erase_ssubset hv)
      rw [matchingPoly_recurrence hv, map_sub, map_mul, aeval_X, map_sum, sub_div,
        mul_div_cancel_right₀ _ hA, Finset.sum_div, Complex.sub_im, Complex.im_sum]
      -- each reciprocal ratio lies in the lower half-plane
      refine (le_sub_self_iff _).2 (Finset.sum_nonpos fun u hu => ?_)
      have h := hr u (Finset.mem_filter.1 hu).1
      rw [← inv_div, Complex.inv_im]
      exact div_nonpos_of_nonpos_of_nonneg (by linarith) (Complex.normSq_nonneg _)
    refine ⟨?_, key⟩
    rcases S.eq_empty_or_nonempty with rfl | ⟨v, hv⟩
    · simp [matchingPoly, matchingCount_zero]
    · intro h0
      have h := key v hv
      rw [h0, zero_div, Complex.zero_im] at h
      linarith
```

## (g) Real reference levels

**Task.** Conclude for the whole molecule that

μ(V, z) = 0 ⇒ Im z = 0.

**Solution.** Part (f) with S = V excludes Im z > 0. The coefficients of μ are real, so with a bar for complex conjugation

μ(V, z̄) = conjugate of μ(V, z).

A root with Im z < 0 would therefore give a root z̄ above the real axis, which (f) also excludes. Only Im z = 0 is left.

The theorem `reference_levels_real` takes any simple graph `G` on a finite type of atoms, with `univ` for V, and assumes nothing about connectivity, planarity or rings. `lt_trichotomy` splits the cases by the sign of Im z, and `Polynomial.aeval_conj` handles the lower half-plane.

```lean
/-- Reality of reference levels: every complex root of the matching polynomial of a finite
simple graph is real. -/
theorem reference_levels_real (G : SimpleGraph V) {z : ℂ}
    (hz : aeval z (matchingPoly G univ) = 0) : z.im = 0 := by
  rcases lt_trichotomy z.im 0 with h | h | h
  · -- a root below the real axis has a conjugate root above it
    have h' : 0 < (conj z).im := by rw [Complex.conj_im]; linarith
    exact absurd (by rw [Polynomial.aeval_conj, hz, map_zero])
      (upper_half_plane (G := G) h' univ).1
  · exact h
  · exact absurd hz (upper_half_plane h univ).1

end

end ReferenceLevels
```

```lean
#print axioms ReferenceLevels.reference_levels_real
-- 'ReferenceLevels.reference_levels_real' depends on axioms: [propext, Classical.choice, Quot.sound]
```

The statement concerns each root separately. The number of levels comes from the fundamental theorem of algebra: μ(V, x) has degree n and leading coefficient 1, so it has n roots counted with multiplicity. If a numerical root finder returns a non-real root for an unweighted graph, the cause is therefore numerical error (rounding or incomplete convergence) or wrong coefficients.

## Induction over all smaller fragments

The induction in (f) uses `Finset.strongInduction`. To prove a statement for S, it provides the hypothesis `ih` for every strict subset of S. The more common `Finset.induction_on` builds a set by inserting one new atom at a time, and its hypothesis speaks only of the set before that insertion. Here the inequality is claimed for every v ∈ S, so the hypothesis is needed for each S−v, whichever atom was removed.

The call `ih _ (Finset.erase_ssubset hv)` delivers this, the second argument being the proof that S−v is strictly smaller. Because the induction statement is a conjunction, one call returns two facts: `hA`, that the denominator μ(S−v, z) is non-zero, and `hr`, the bound on all the ratios r_u. The graph stays fixed throughout and only S shrinks, so no smaller graph has to be constructed.
